# An Upper Bound on the Total Wiberg Index of a Closed-Shell Density Matrix in an Orthonormal Basis

## Density matrix, populations and bond indices

Take n ≥ 1 real orthonormal basis functions, numbered 0 to n − 1, and a closed-shell single determinant built from them. If the real number c_ia is the coefficient of basis function i in the doubly occupied orbital a, the density matrix is

P_ij = 2 Σ_a c_ia c_ja.

This matrix is real and symmetric. Because the occupied orbitals are orthonormal, Σ_k c_ka c_kb is 1 for a = b and 0 otherwise, and therefore

(P²)_ij = 4 Σ_a Σ_b c_ia (Σ_k c_ka c_kb) c_jb = 4 Σ_a c_ia c_ja = 2P_ij.

The condition P² = 2P says that every eigenvalue of P, which is the occupation of a natural orbital, is either 2 or 0. The trace of P is the number of electrons N, and the diagonal element P_ii is the population of basis function i.

The Wiberg bond index of two atoms is the sum of P_ij² over the functions i on one atom and j on the other. Here the single term P_ij² is called the Wiberg index of the two basis functions. The total index counts each unordered pair of distinct functions once:

W = Σ_{i<j} P_ij².

Pairs of functions on the same atom are included, so W is a sum over basis functions and not over bonds between atoms.

## The bound and its derivation

Let P be a real symmetric n × n matrix with n ≥ 1, P² = 2P and trace N. Then

W ≤ N − N²/(2n),

and equality holds if and only if P_ii = N/n for every i.

The diagonal elements of P² = 2P give a sum rule for each row. Since P_ji = P_ij,

2P_ii = (P²)_ii = Σ_j P_ij P_ji = Σ_j P_ij².

Summing over i gives Σ_i Σ_j P_ij² = 2N. The same double sum can be divided into the terms with i < j, those with j < i and those with i = j. By symmetry the first two groups are equal, and each is W. Hence

2N = 2W + Σ_i P_ii²,

W = N − ½ Σ_i P_ii².

For a given number of electrons, the total index thus depends on the diagonal populations alone. To compare it with the bound, expand the squared deviations of the populations from their mean N/n, using Σ_i P_ii = N:

Σ_i (P_ii − N/n)² = Σ_i P_ii² − 2(N/n)N + n(N/n)² = Σ_i P_ii² − N²/n.

Half of this is exactly the distance from W to the bound:

N − N²/(2n) − W = ½ Σ_i P_ii² − N²/(2n) = ½ Σ_i (P_ii − N/n)².

The right-hand side is a sum of squares, so it is never negative, which proves the inequality. It is zero only if each square is zero, that is, only if every population equals N/n. Conversely, equal populations make every square zero, and the bound is attained.

For closed-shell determinants in an orthonormal basis, this identity turns a statement about the indices of pairs of basis functions into one about the populations of those functions: at fixed N and n, the total index is larger the smaller the summed squared deviations of the populations from their mean. It also gives a consistency check on a computed table of P_ij² for all pairs of distinct basis functions, because their sum must equal N − ½ Σ_i P_ii². A table of indices between atoms leaves out the pairs on the same atom, so this check does not apply to it directly.

## One electron pair, uniform and polar

A single doubly occupied orbital with real coefficients c_i and Σ_i c_i² = 1 has P_ij = 2c_i c_j. This matrix is symmetric, and

(P²)_ij = Σ_k (2c_i c_k)(2c_k c_j) = 4c_i c_j Σ_k c_k² = 2P_ij,

tr P = 2 Σ_i c_i² = 2.

If the orbital is spread uniformly, c_i = 1/√n, then every element of P is 2/n. There are n(n − 1)/2 pairs, so

W = [n(n − 1)/2] · (2/n)² = 2 − 2/n.

This is the bound for N = 2. For n = 1 both sides are zero, as they must be when there are no pairs.

For two functions with coefficients cos θ and sin θ there is one pair, and

W = (2 cos θ sin θ)² = sin²(2θ).

The populations are 2cos²θ and 2sin²θ. They deviate from their mean of 1 by cos(2θ) and −cos(2θ), so the general identity gives a deficit of cos²(2θ) below the maximum W = 1. The equally shared pair, with θ = π/4, reaches that maximum; a pair held entirely by one function, with θ = 0, has index zero.

## Matrices and indices in Lean

The basis functions are labelled by `Fin n`, whose elements are 0, …, n − 1, and all matrix elements are real numbers.

```lean
import Mathlib

open Finset

namespace WibergTotalBound

noncomputable section

variable {n : ℕ}
```

The first definition is the index of a pair of functions. It can be evaluated at i = j as well, where it gives the squared population P_ii²; the row sums below make use of this.

```lean
/-- The Wiberg index of two basis functions: the squared density-matrix element. -/
def wibergIndex (P : Matrix (Fin n) (Fin n) ℝ) (i j : Fin n) : ℝ := P i j ^ 2
```

The total index is written as a double sum in which a term counts only if i < j. This selects each unordered pair once and leaves out the diagonal.

```lean
/-- The total Wiberg index: each unordered pair of distinct basis functions counts once. -/
def totalWiberg (P : Matrix (Fin n) (Fin n) ℝ) : ℝ :=
  ∑ i, ∑ j, if i < j then wibergIndex P i j else 0
```

The density matrix of one electron pair is defined for any list of real coefficients. Normalisation is not part of the definition and enters later as a hypothesis.

```lean
/-- The matrix with elements `2 * c i * c j`. For normalised `c` it is the density matrix of one
doubly occupied real orbital with coefficients `c`. -/
def pairDensity (c : Fin n → ℝ) : Matrix (Fin n) (Fin n) ℝ :=
  Matrix.of fun i j => 2 * c i * c j
```

## From row sums to the total index

The row sum rule has two hypotheses about P: `hs` states that it is symmetric, and `hP` states that P² = 2P. They stand for the closed-shell determinant described above. The general theorems take them as given, and do not derive them from a set of occupied orbitals or from a self-consistent-field calculation.

```lean
/-- For a closed-shell density matrix, the squared elements of a row sum to twice the
diagonal population of that basis function. -/
theorem row_sum_rule (P : Matrix (Fin n) (Fin n) ℝ) (hs : P.IsSymm)
    (hP : P * P = (2 : ℝ) • P) (i : Fin n) :
    ∑ j, wibergIndex P i j = 2 * P i i := by
  have h := congrFun (congrFun hP i) i
  rw [Matrix.mul_apply, Matrix.smul_apply, smul_eq_mul] at h
  rw [← h]
  refine Finset.sum_congr rfl fun j _ => ?_
  rw [hs.apply i j, wibergIndex]
  ring
```

Applying `congrFun` twice to `hP` extracts the element (i, i) of the matrix equation. Writing out the matrix product gives Σ_j P_ij P_ji = 2P_ii, and symmetry turns each product into a square.

The next theorem divides the full double sum into its three groups. It needs symmetry only, and so holds for any real symmetric matrix.

```lean
/-- For a symmetric matrix, the sum of all squared elements is twice the total Wiberg index
plus the sum of the squared diagonal populations. -/
theorem double_sum_split (P : Matrix (Fin n) (Fin n) ℝ) (hs : P.IsSymm) :
    ∑ i, ∑ j, wibergIndex P i j = 2 * totalWiberg P + ∑ i, P i i ^ 2 := by
  -- the lower triangle carries the same total as the upper one
  have hlow : ∑ i, ∑ j, (if j < i then wibergIndex P i j else 0) = totalWiberg P := by
    unfold totalWiberg
    rw [Finset.sum_comm]
    refine Finset.sum_congr rfl fun i _ => Finset.sum_congr rfl fun j _ => ?_
    simp only [wibergIndex]
    rw [hs.apply i j]
  have hdiag : ∑ i, ∑ j, (if i = j then wibergIndex P i j else 0) = ∑ i, P i i ^ 2 := by
    simp [wibergIndex]
  have hsplit : ∀ i j : Fin n, wibergIndex P i j =
      (if i < j then wibergIndex P i j else 0) + (if j < i then wibergIndex P i j else 0)
        + (if i = j then wibergIndex P i j else 0) := by
    intro i j
    rcases lt_trichotomy i j with h | h | h
    · simp [h, lt_asymm h, h.ne]
    · subst h
      simp
    · simp [h, lt_asymm h, h.ne']
  calc ∑ i, ∑ j, wibergIndex P i j
      = ∑ i, ∑ j, ((if i < j then wibergIndex P i j else 0)
          + (if j < i then wibergIndex P i j else 0)
          + (if i = j then wibergIndex P i j else 0)) :=
        Finset.sum_congr rfl fun i _ => Finset.sum_congr rfl fun j _ => hsplit i j
    _ = totalWiberg P + totalWiberg P + ∑ i, P i i ^ 2 := by
        simp only [Finset.sum_add_distrib]
        rw [hlow, hdiag]
        rfl
    _ = 2 * totalWiberg P + ∑ i, P i i ^ 2 := by ring
```

Here `hlow` shows that the terms below the diagonal add up to the total index: the order of summation is exchanged, and P_ji is replaced by P_ij. The diagonal terms are collected by `hdiag`. The statement `hsplit` says that each element belongs to exactly one group, which follows from the three cases i < j, i = j and j < i. The final calculation adds the groups together.

Combining the two results gives W = N − ½ Σ_i P_ii².

```lean
/-- For a closed-shell density matrix, the total Wiberg index is the electron number minus half the
sum of the squared diagonal populations. -/
theorem totalWiberg_eq (P : Matrix (Fin n) (Fin n) ℝ) (N : ℝ) (hs : P.IsSymm)
    (hP : P * P = (2 : ℝ) • P) (hN : P.trace = N) :
    totalWiberg P = N - (∑ i, P i i ^ 2) / 2 := by
  have hN' : ∑ i, P i i = N := hN
  have h := double_sum_split P hs
  rw [Finset.sum_congr rfl fun i _ => row_sum_rule P hs hP i, ← Finset.mul_sum, hN'] at h
  linarith
```

The hypothesis `hN` fixes the trace. The row sum rule is substituted into the double sum, the factor 2 is taken outside, and the remaining sum of populations is replaced by N. What is left is the equation 2N = 2W + Σ_i P_ii², which `linarith` solves for W. The number `N` is an arbitrary real number in the statement; nothing requires it beforehand to be an even integer.

## The exact deficit and the equality condition

The central identity now gives the distance to the bound. The hypothesis `hn` says that n is positive, so that the mean population N/n is meaningful.

```lean
/-- For a closed-shell density matrix with `N` electrons in `n` basis functions, the total Wiberg
index falls short of `N - N²/(2n)` by exactly half the summed squared deviations of the diagonal
populations from their mean `N/n`. -/
theorem wiberg_deficit (hn : 0 < n) (P : Matrix (Fin n) (Fin n) ℝ) (N : ℝ) (hs : P.IsSymm)
    (hP : P * P = (2 : ℝ) • P) (hN : P.trace = N) :
    N - N ^ 2 / (2 * n) - totalWiberg P = (∑ i, (P i i - N / n) ^ 2) / 2 := by
  have hn' : (n : ℝ) ≠ 0 := Nat.cast_ne_zero.mpr hn.ne'
  have hN' : ∑ i, P i i = N := hN
  have hc : (n : ℝ) * (N / n) ^ 2 = ∑ _i : Fin n, (N / n) ^ 2 := by
    rw [Finset.sum_const, Finset.card_univ, Fintype.card_fin, nsmul_eq_mul]
  -- expand the squared deviations
  have e : ∑ i, (P i i - N / n) ^ 2
      = ∑ i, P i i ^ 2 - 2 * (N / n) * ∑ i, P i i + n * (N / n) ^ 2 := by
    rw [hc, Finset.mul_sum, ← Finset.sum_sub_distrib, ← Finset.sum_add_distrib]
    exact Finset.sum_congr rfl fun i _ => by ring
  rw [totalWiberg_eq P N hs hP hN, e, hN']
  generalize ∑ i, P i i ^ 2 = S
  field_simp
  ring
```

The step named `e` is the expansion of the squared deviations, with `hc` supplying the constant term n(N/n)² as a sum of n equal terms. After the formula for the total index has been inserted, the sum of squared populations appears on both sides. It is replaced by a single symbol S, and the remaining equality is elementary algebra in N, n and S.

The main theorem contains both the inequality and the condition for equality.

```lean
/-- The total Wiberg index of a closed-shell density matrix with `N` electrons in `n` basis
functions is at most `N - N²/(2n)`, with equality if and only if every diagonal population
equals `N/n`. -/
theorem totalWiberg_le_and_eq_iff (hn : 0 < n) (P : Matrix (Fin n) (Fin n) ℝ) (N : ℝ)
    (hs : P.IsSymm) (hP : P * P = (2 : ℝ) • P) (hN : P.trace = N) :
    totalWiberg P ≤ N - N ^ 2 / (2 * n) ∧
      (totalWiberg P = N - N ^ 2 / (2 * n) ↔ ∀ i, P i i = N / n) := by
  have hd := wiberg_deficit hn P N hs hP hN
  have h0 : 0 ≤ ∑ i, (P i i - N / n) ^ 2 := Finset.sum_nonneg fun i _ => sq_nonneg _
  refine ⟨by linarith, fun h i => ?_, fun h => ?_⟩
  · -- a vanishing sum of squares vanishes term by term
    have hz : ∑ i, (P i i - N / n) ^ 2 = 0 := by linarith
    have hi := (Finset.sum_eq_zero_iff_of_nonneg fun i _ => sq_nonneg _).mp hz i
      (Finset.mem_univ i)
    exact sub_eq_zero.mp (pow_eq_zero_iff two_ne_zero |>.mp hi)
  · have hz : ∑ i, (P i i - N / n) ^ 2 = 0 :=
      Finset.sum_eq_zero fun i _ => by rw [h i]; ring
    linarith
```

The inequality follows from the deficit identity and `h0`, the nonnegativity of the sum of squares. If the bound is attained, the sum of squares is zero, and `Finset.sum_eq_zero_iff_of_nonneg` makes each term zero; this gives P_ii = N/n. In the other direction, equal populations make every term zero, and the identity returns equality.

The theorem does not say for which N and n a matrix with equal populations exists. Its hypotheses also exclude several common situations. In a non-orthogonal basis the density matrix satisfies a different condition, which involves the overlap matrix. Correlated wavefunctions generally have fractional natural occupations, and then P² = 2P fails. Open-shell determinants with singly occupied orbitals fail it too, and density matrices with complex elements are outside the real-valued definitions.

## The electron-pair examples in Lean

For a normalised orbital, the one-pair matrix satisfies all three conditions, with N = 2. The bound therefore applies to every real electron-pair orbital in a finite orthonormal basis.

```lean
/-- A doubly occupied normalised orbital has a symmetric density matrix with `P² = 2P`
and trace two. -/
theorem pairDensity_witness (c : Fin n → ℝ) (hc : ∑ i, c i ^ 2 = 1) :
    (pairDensity c).IsSymm ∧ pairDensity c * pairDensity c = (2 : ℝ) • pairDensity c ∧
      (pairDensity c).trace = 2 := by
  refine ⟨Matrix.IsSymm.ext fun i j => ?_, ?_, ?_⟩
  · simp only [pairDensity, Matrix.of_apply]
    ring
  · ext i j
    rw [Matrix.mul_apply, Matrix.smul_apply, smul_eq_mul]
    simp only [pairDensity, Matrix.of_apply]
    calc ∑ k, 2 * c i * c k * (2 * c k * c j) = 4 * c i * c j * ∑ k, c k ^ 2 := by
          rw [Finset.mul_sum]
          exact Finset.sum_congr rfl fun k _ => by ring
      _ = 2 * (2 * c i * c j) := by rw [hc]; ring
  · change ∑ i, 2 * c i * c i = 2
    calc ∑ i, 2 * c i * c i = 2 * ∑ i, c i ^ 2 := by
          rw [Finset.mul_sum]
          exact Finset.sum_congr rfl fun k _ => by ring
      _ = 2 := by rw [hc]; ring
```

The three parts of the proof treat symmetry, the matrix product and the trace in turn. In the last two, the constant factors are taken outside the sum, and the hypothesis `hc` replaces Σ_k c_k² by 1.

The uniform orbital attains the bound for every n ≥ 1.

```lean
/-- An electron pair spread uniformly over `n` basis functions has total Wiberg index
`2 - 2/n`, the value of the bound for two electrons. -/
theorem uniform_pair_attains (hn : 0 < n) :
    totalWiberg (pairDensity fun _ : Fin n => 1 / √(n : ℝ)) = 2 - 2 ^ 2 / (2 * n) ∧
      (2 : ℝ) - 2 ^ 2 / (2 * n) = 2 - 2 / n := by
  have hn' : (n : ℝ) ≠ 0 := Nat.cast_ne_zero.mpr hn.ne'
  have hsq : (1 / √(n : ℝ)) ^ 2 = 1 / n := by
    rw [div_pow, one_pow, Real.sq_sqrt (Nat.cast_nonneg n)]
  have hc : ∑ _i : Fin n, (1 / √(n : ℝ)) ^ 2 = 1 := by
    rw [hsq, Finset.sum_const, Finset.card_univ, Fintype.card_fin, nsmul_eq_mul]
    exact mul_one_div_cancel hn'
  obtain ⟨hs, hP, hN⟩ := pairDensity_witness (fun _ : Fin n => 1 / √(n : ℝ)) hc
  refine ⟨(totalWiberg_le_and_eq_iff hn _ 2 hs hP hN).2.mpr fun i => ?_, ?_⟩
  · change 2 * (1 / √(n : ℝ)) * (1 / √(n : ℝ)) = 2 / n
    linear_combination 2 * hsq
  · field_simp
```

The proof first checks that the coefficients 1/√n are normalised. It then uses the equality condition of the main theorem instead of counting pairs: each population is 2 · (1/√n)² = 2/n, which is the required value N/n. The second part of the statement simplifies 2 − 2²/(2n) to 2 − 2/n.

The last theorem treats the two-centre orbital. The vector `![Real.cos θ, Real.sin θ]` lists the coefficients of functions 0 and 1, and it is normalised for every θ.

```lean
/-- For an electron pair in the two-centre orbital with coefficients `cos θ` and `sin θ`,
the total Wiberg index is `sin²(2θ)`. -/
theorem polar_bond_index (θ : ℝ) :
    totalWiberg (pairDensity ![Real.cos θ, Real.sin θ]) = Real.sin (2 * θ) ^ 2 := by
  have h : ∀ P : Matrix (Fin 2) (Fin 2) ℝ, totalWiberg P = P 0 1 ^ 2 := by
    intro P
    simp [totalWiberg, wibergIndex, Fin.sum_univ_two]
  rw [h]
  change (2 * Real.cos θ * Real.sin θ) ^ 2 = Real.sin (2 * θ) ^ 2
  rw [Real.sin_two_mul]
  ring

end

end WibergTotalBound
```

This is a direct evaluation that does not use the bound. The auxiliary statement `h` reduces the total index of any 2 × 2 matrix to the single term P_01², and the double-angle formula for the sine completes the proof.

```lean
#print axioms WibergTotalBound.totalWiberg_le_and_eq_iff
#print axioms WibergTotalBound.uniform_pair_attains
#print axioms WibergTotalBound.polar_bond_index
```

```
'WibergTotalBound.totalWiberg_le_and_eq_iff' depends on axioms: [propext, Classical.choice, Quot.sound]
'WibergTotalBound.uniform_pair_attains' depends on axioms: [propext, Classical.choice, Quot.sound]
'WibergTotalBound.polar_bond_index' depends on axioms: [propext, Classical.choice, Quot.sound]
```
